# For N ≥ 1, the determinant of N particle positions in N dimensions has exactly two nodal cells

## Three electrons in a p shell

Put three electrons of equal spin into the orbitals x f, y f and z f of an atom, where f is a common radial factor without zeros, as in a hydrogenic 2p shell. Up to normalisation, their Slater determinant is

f(r₁) f(r₂) f(r₃) · r₁·(r₂ × r₃).

It vanishes when the three position vectors, taken from the nucleus, lie in one plane. Can every right-handed triple be moved into every other one without becoming coplanar on the way?

The question matters in fixed-node diffusion Monte Carlo, where walkers stay in the region in which they start. For this single-determinant node there are two such regions, one for each handedness. The theorems concern the node of this determinant; they do not say whether the wave function of interacting electrons has the same node.

## The statement for N particles

A configuration is a real N×N matrix r, of type `Config N`, whose row i is the position of particle i. Labels run from 0 to N−1 in Lean. The dimension of space equals the number of particles, so N = 3 is the atomic case.

For a wave function Ψ, `nodalCell Ψ r` is the set of configurations reached from r by a continuous path on which Ψ ≠ 0; this is what `JoinedIn` expresses. `nodalCells Ψ` collects the cells of all r with Ψ(r) ≠ 0. Normalisation constants are omitted, since they do not move the node.

- `isPathConnected_det_pos_and_neg`: for N ≥ 1, the sets {det r > 0} and {det r < 0} are each path connected.
- `two_nodal_cells`: for N ≥ 1, these two sets are the nodal cells of det r, and there are exactly two.
- `permuted_mem_nodalCell_iff`: if det r ≠ 0, permuting the particles leaves r in its cell exactly when the permutation is even.
- `shellWave_two_nodal_cells`: for N ≥ 1, the determinant of the orbitals f(x) x_j also has two cells if f vanishes nowhere. Here x is a point of N-dimensional space and x_j its j-th coordinate; f need be neither radial nor continuous.

## Turning one mirror into another

For a vector v, let

M(v) = |v|² 1 − 2 v vᵀ.

This is the usual reflection 1 − 2 v vᵀ/|v|² multiplied by |v|²; the file calls the scaled matrix `mirror`. Since (v vᵀ)² = |v|² v vᵀ,

M(v)² = |v|⁴ 1 − 4|v|² v vᵀ + 4|v|² v vᵀ = |v|⁴ 1.

Hence det M(v) ≠ 0 for v ≠ 0. Let e_a be the unit vector along axis a. Then P_a = M(e_a) is diagonal, with −1 at position a and 1 elsewhere. The vector

v(t) = (1 − t) e_a + t e_b, 0 ≤ t ≤ 1,

has coordinates that sum to 1, so it is never zero. Thus M(v(t)) joins P_a to P_b through invertible matrices.

## Reducing every configuration to 1 or one mirror

Fix an axis i. By Gaussian elimination, an invertible matrix is a product of diagonal matrices with nonzero entries and transvections 1 + c E_kl, where k ≠ l and E_kl has a single entry 1 at (k, l).

- A transvection shrinks to 1 along 1 + (1 − t) c E_kl, whose determinant is always 1.
- A diagonal matrix is a product of factors with one entry d ≠ 0 and all other diagonal entries 1. If d > 0, move d linearly to 1. If d < 0, move it to −1, which gives some P_a, and then turn P_a into P_i.

If A(t) and B(t) are paths of invertible matrices, so is A(t)B(t). The product of all these paths ends at a product of factors 1 and P_i, which is 1 or P_i because P_i² = 1.

## Counting the cells

Along a node-free path the determinant is continuous and never zero, so by the intermediate value theorem it keeps its sign. Configurations A and B in one cell therefore satisfy det A · det B > 0. Conversely, if this holds, both are joined to the same endpoint, since det 1 = 1 and det P_i = −1. Following one path and then the other backwards joins A to B.

The cells are therefore {det > 0}, which contains 1, and {det < 0}, which contains P_i. A permutation σ multiplies det r by sgn σ, which gives the parity rule. For the shell orbitals,

det[f(r_i) r_ij] = (∏_i f(r_i)) det r,

so the node is that of det r.

## When f has a zero

Take N = 1 and f(x) = x − 1. The wave function x(x − 1) has three cells: x < 0, 0 < x < 1 and x > 1. A single zero of f can thus change the count.

## The Lean file

```lean
import Mathlib

open Matrix

namespace TwoNodalCells

/-- A configuration of `N` particles in `N`-dimensional space; row `i` is the position of
particle `i`. -/
abbrev Config (N : ℕ) := Matrix (Fin N) (Fin N) ℝ

/-- The configurations at which the determinant wave function does not vanish. -/
abbrev offNode (N : ℕ) : Set (Config N) := {r | r.det ≠ 0}

/-- The nodal cell of `r`: all configurations reached from `r` by a continuous path on which
the wave function `Ψ` never vanishes. -/
def nodalCell {N : ℕ} (Ψ : Config N → ℝ) (r : Config N) : Set (Config N) :=
  {s | JoinedIn {x | Ψ x ≠ 0} r s}

/-- The collection of all nodal cells of the wave function `Ψ`. -/
def nodalCells {N : ℕ} (Ψ : Config N → ℝ) : Set (Set (Config N)) :=
  {C | ∃ r, Ψ r ≠ 0 ∧ C = nodalCell Ψ r}

/-- The Slater determinant of the `N` orbitals `f(x) x_j`, which share the factor `f`. -/
def shellWave {N : ℕ} (f : (Fin N → ℝ) → ℝ) (r : Config N) : ℝ :=
  (Matrix.of fun i j => f (r i) * r i j).det

/-- The reflection in the plane orthogonal to `v`, multiplied by the squared length of `v`. -/
def mirror {N : ℕ} (v : Fin N → ℝ) : Config N :=
  (v ⬝ᵥ v) • (1 : Config N) - (2 : ℝ) • vecMulVec v v

/-- Applying a scaled reflection twice multiplies by the fourth power of the length of `v`. -/
theorem mirror_sq {N : ℕ} (v : Fin N → ℝ) :
    mirror v * mirror v = ((v ⬝ᵥ v) ^ 2) • (1 : Config N) := by
  have h : vecMulVec v v * vecMulVec v v = (v ⬝ᵥ v) • vecMulVec v v := by
    ext i j
    simp only [Matrix.mul_apply, vecMulVec_apply, Matrix.smul_apply, smul_eq_mul, dotProduct,
      Finset.sum_mul]
    exact Finset.sum_congr rfl fun k _ => by ring
  simp only [mirror, sub_mul, mul_sub, smul_mul_assoc, mul_smul_comm, one_mul, mul_one, h]
  module

/-- The mirror along coordinate axis `a` reverses that coordinate and keeps the others. -/
theorem mirror_single {N : ℕ} (a : Fin N) :
    mirror (Pi.single a 1) = diagonal (fun k => if k = a then (-1 : ℝ) else 1) := by
  have h1 : (Pi.single a 1 : Fin N → ℝ) ⬝ᵥ Pi.single a 1 = 1 := by simp
  ext i j
  simp only [mirror, h1, one_smul, Matrix.sub_apply, Matrix.smul_apply, vecMulVec_apply,
    Matrix.one_apply, diagonal_apply, Pi.single_apply, smul_eq_mul]
  rcases eq_or_ne i j with rfl | hij
  · by_cases h : i = a <;> norm_num [h]
  · by_cases h : i = a
    · have hj : j ≠ a := fun hj => hij (h.trans hj.symm)
      simp [hij, hj]
    · simp [hij, h]

/-- The mirrors along any two coordinate axes are joined by a path of invertible matrices. -/
theorem joined_mirrors {N : ℕ} (a b : Fin N) :
    JoinedIn (offNode N) (mirror (Pi.single a 1)) (mirror (Pi.single b 1)) := by
  have hdet : ∀ v : Fin N → ℝ, v ≠ 0 → (mirror v).det ≠ 0 := by
    intro v hv h0
    have h := congrArg Matrix.det (mirror_sq v)
    rw [det_mul, h0, zero_mul, det_smul, det_one, mul_one] at h
    have hvv : v ⬝ᵥ v ≠ 0 := fun h => hv (dotProduct_self_eq_zero.1 h)
    exact pow_ne_zero _ (pow_ne_zero _ hvv) h.symm
  -- turn the normal vector from axis `a` to axis `b`; its coordinates always sum to one
  refine JoinedIn.ofLine (f := fun t : ℝ => mirror fun k =>
    (1 - t) * (Pi.single a 1 : Fin N → ℝ) k + t * (Pi.single b 1 : Fin N → ℝ) k)
    (Continuous.continuousOn ?_) (by simp) (by simp) ?_
  · refine continuous_matrix fun i j => ?_
    simp only [mirror, Matrix.sub_apply, Matrix.smul_apply, vecMulVec_apply, smul_eq_mul,
      dotProduct]
    fun_prop
  · rintro _ ⟨t, -, rfl⟩
    refine hdet _ fun h => ?_
    have h' := congrArg (fun v : Fin N → ℝ => ∑ k, v k) h
    simp [Finset.sum_add_distrib, Pi.single_apply] at h'

/-- Every configuration off the node can be moved, without crossing the node, to the identity
matrix or to the mirror along a given axis `i`. -/
theorem joined_one_or_mirror {N : ℕ} (i : Fin N) (A : Config N) (hA : A.det ≠ 0) :
    JoinedIn (offNode N) A 1 ∨ JoinedIn (offNode N) A (mirror (Pi.single i 1)) := by
  obtain ⟨G, hG⟩ : ∃ G : Config N → Prop, ∀ A, G A ↔ (JoinedIn (offNode N) A 1 ∨
      JoinedIn (offNode N) A (mirror (Pi.single i 1))) := ⟨_, fun _ => Iff.rfl⟩
  have hP : mirror (Pi.single i 1) * mirror (Pi.single i 1) = (1 : Config N) := by
    rw [mirror_sq]; simp
  -- paths of invertible matrices can be multiplied
  have hJ : ∀ {A A' B B' : Config N}, JoinedIn (offNode N) A A' → JoinedIn (offNode N) B B' →
      JoinedIn (offNode N) (A * B) (A' * B') := by
    rintro A A' B B' ⟨p, hp⟩ ⟨q, hq⟩
    refine ⟨⟨⟨fun t => p t * q t, p.continuous.matrix_mul q.continuous⟩,
      by simp, by simp⟩, fun t => ?_⟩
    show (p t * q t).det ≠ 0
    rw [det_mul]
    exact mul_ne_zero (hp t) (hq t)
  have hmul : ∀ A B, G A → G B → G (A * B) := by
    intro A B ha hb
    rw [hG] at ha hb ⊢
    rcases ha with a | a <;> rcases hb with b | b <;> have h := hJ a b
    · rw [one_mul] at h; exact Or.inl h
    · rw [one_mul] at h; exact Or.inr h
    · rw [mul_one] at h; exact Or.inr h
    · rw [hP] at h; exact Or.inl h
  -- one diagonal entry can be moved freely as long as it keeps its sign
  have hseg : ∀ (a : Fin N) (d e : ℝ), 0 < d * e → JoinedIn (offNode N)
      (diagonal fun k => if k = a then d else 1) (diagonal fun k => if k = a then e else 1) := by
    intro a d e hde
    refine JoinedIn.ofLine (f := fun t : ℝ => diagonal fun k =>
      if k = a then (1 - t) * d + t * e else 1) (Continuous.continuousOn ?_)
      (by simp) (by simp) ?_
    · refine Continuous.matrix_diagonal (continuous_pi fun k => ?_)
      by_cases hk : k = a
      · simp only [if_pos hk]; fun_prop
      · simp only [if_neg hk]; fun_prop
    · rintro _ ⟨t, ht, rfl⟩
      show (diagonal fun k => if k = a then (1 - t) * d + t * e else 1).det ≠ 0
      rw [det_diagonal, Finset.prod_ite_eq' Finset.univ a, if_pos (Finset.mem_univ a)]
      intro h
      have h2 : (1 - t) * d ^ 2 + t * (d * e) = 0 := by linear_combination d * h
      have h3 : 0 ≤ (1 - t) * d ^ 2 := mul_nonneg (sub_nonneg.2 ht.2) (sq_nonneg d)
      rcases eq_or_lt_of_le ht.1 with h0 | h0
      · have hd : d = 0 := by rw [← h0] at h; linarith
        rw [hd, zero_mul] at hde
        exact lt_irrefl _ hde
      · have h4 := mul_pos h0 hde
        linarith
  have hone : ∀ (a : Fin N) (d : ℝ), d ≠ 0 → G (diagonal fun k => if k = a then d else 1) := by
    intro a d hd
    rw [hG]
    rcases lt_or_gt_of_ne hd with h | h
    · have h' := hseg a d (-1) (by linarith)
      rw [← mirror_single] at h'
      exact Or.inr (h'.trans (joined_mirrors a i))
    · have h' := hseg a d 1 (by linarith)
      simp only [ite_self, diagonal_one] at h'
      exact Or.inl h'
  -- invertible matrices are products of diagonal matrices and transvections
  refine (hG A).1 (diagonal_transvection_induction_of_det_ne_zero G A hA ?_ ?_
    (fun A B _ _ => hmul A B))
  · intro D hD
    rw [det_diagonal] at hD
    have hs : ∀ s : Finset (Fin N), G (diagonal fun k => if k ∈ s then D k else 1) := by
      intro s
      induction s using Finset.induction_on with
      | empty =>
        rw [hG]
        left
        simpa using JoinedIn.refl (show (1 : Config N) ∈ offNode N by simp)
      | insert a s ha ih =>
        have e : (diagonal fun k => if k ∈ insert a s then D k else 1) =
            (diagonal fun k => if k = a then D a else 1) *
              diagonal fun k => if k ∈ s then D k else 1 := by
          rw [diagonal_mul_diagonal]
          refine congrArg diagonal (funext fun k => ?_)
          by_cases h : k = a
          · subst h; simp [ha]
          · simp [h]
        rw [e]
        exact hmul _ _ (hone a _ (Finset.prod_ne_zero_iff.1 hD a (Finset.mem_univ a))) ih
    simpa using hs Finset.univ
  · rintro ⟨k, l, hkl, c⟩
    rw [hG]
    left
    refine JoinedIn.ofLine (f := fun t : ℝ => (1 : Config N) + (1 - t) • Matrix.single k l c)
      (Continuous.continuousOn (by fun_prop))
      (by simp [TransvectionStruct.toMatrix, transvection]) (by simp) ?_
    rintro _ ⟨t, -, rfl⟩
    have e : (1 : Config N) + (1 - t) • Matrix.single k l c = transvection k l ((1 - t) * c) := by
      simp [transvection, Matrix.smul_single]
    show ((1 : Config N) + (1 - t) • Matrix.single k l c).det ≠ 0
    rw [e, det_transvection_of_ne k l hkl]
    exact one_ne_zero

/-- Along a path that avoids the node, the determinant keeps its initial sign. -/
theorem sign_along_path {N : ℕ} {A B : Config N} (p : Path A B)
    (hp : ∀ t, (p t).det ≠ 0) (t : unitInterval) : 0 < A.det * (p t).det := by
  have hA : A.det ≠ 0 := by simpa using hp 0
  by_contra hneg
  obtain ⟨u, hu⟩ := mem_range_of_exists_le_of_exists_ge
    (f := fun u => A.det * (p u).det) (c := 0)
    (continuous_const.mul p.continuous.matrix_det) ⟨t, not_lt.1 hneg⟩
    ⟨0, by simpa using mul_self_nonneg A.det⟩
  exact mul_ne_zero hA (hp u) hu

/-- Two configurations lie in the same nodal cell of the determinant exactly when their
determinants are nonzero and of equal sign. -/
theorem mem_nodalCell_det {N : ℕ} (A B : Config N) :
    B ∈ nodalCell (fun r : Config N => r.det) A ↔ 0 < A.det * B.det := by
  have key : ∀ {A B : Config N}, JoinedIn (offNode N) A B → 0 < A.det * B.det := by
    rintro A B ⟨p, hp⟩
    simpa using sign_along_path p hp 1
  refine ⟨fun h => key h, fun h => ?_⟩
  show JoinedIn (offNode N) A B
  have hA : A.det ≠ 0 := left_ne_zero_of_mul h.ne'
  have hB : B.det ≠ 0 := right_ne_zero_of_mul h.ne'
  rcases isEmpty_or_nonempty (Fin N) with hN | ⟨⟨i⟩⟩
  · have e : A = B := by ext i; exact hN.elim i
    subst e
    exact JoinedIn.refl hA
  · have hm : (mirror (Pi.single i 1) : Config N).det = -1 := by
      rw [mirror_single, det_diagonal]; simp
    rcases joined_one_or_mirror i A hA with a | a <;>
      rcases joined_one_or_mirror i B hB with b | b
    · exact a.trans b.symm
    · have h1 := key a
      have h2 := key b
      rw [det_one] at h1
      rw [hm] at h2
      nlinarith
    · have h1 := key a
      have h2 := key b
      rw [hm] at h1
      rw [det_one] at h2
      nlinarith
    · exact a.trans b.symm

/-- For `N ≥ 1`, the real matrices with positive determinant form a path connected set, and so
do those with negative determinant. -/
theorem isPathConnected_det_pos_and_neg {N : ℕ} (hN : 1 ≤ N) :
    IsPathConnected {r : Config N | 0 < r.det} ∧ IsPathConnected {r : Config N | r.det < 0} := by
  constructor
  · refine ⟨1, by simp, fun {y} hy => ?_⟩
    have hy' : 0 < y.det := hy
    have hJ : JoinedIn (offNode N) 1 y := (mem_nodalCell_det 1 y).2 (by simpa using hy')
    obtain ⟨p, hp⟩ := hJ
    exact ⟨p, fun t => by simpa using sign_along_path p hp t⟩
  · have hm : (mirror (Pi.single ⟨0, hN⟩ 1) : Config N).det = -1 := by
      rw [mirror_single, det_diagonal]; simp
    refine ⟨mirror (Pi.single ⟨0, hN⟩ 1), ?_, fun {y} hy => ?_⟩
    · show (mirror (Pi.single ⟨0, hN⟩ 1) : Config N).det < 0
      rw [hm]; norm_num
    · have hy' : y.det < 0 := hy
      have hJ : JoinedIn (offNode N) (mirror (Pi.single ⟨0, hN⟩ 1)) y :=
        (mem_nodalCell_det _ y).2 (by rw [hm]; linarith)
      obtain ⟨p, hp⟩ := hJ
      refine ⟨p, fun t => ?_⟩
      have h := sign_along_path p hp t
      rw [hm] at h
      show (p t).det < 0
      linarith

/-- For `N ≥ 1`, the wave function `det(r_1, ..., r_N)` has exactly two nodal cells: the
configurations of positive and those of negative determinant. -/
theorem two_nodal_cells {N : ℕ} (hN : 1 ≤ N) :
    nodalCells (fun r : Config N => r.det) = {{r | 0 < r.det}, {r | r.det < 0}} ∧
      (nodalCells (fun r : Config N => r.det)).ncard = 2 := by
  have cpos : ∀ r : Config N, 0 < r.det →
      nodalCell (fun r : Config N => r.det) r = {r | 0 < r.det} := fun r h =>
    Set.ext fun s => (mem_nodalCell_det r s).trans
      (mul_pos_iff_of_pos_left h)
  have cneg : ∀ r : Config N, r.det < 0 →
      nodalCell (fun r : Config N => r.det) r = {r | r.det < 0} := fun r h =>
    Set.ext fun s => (mem_nodalCell_det r s).trans
      ⟨fun hs => by
        show s.det < 0
        by_contra hc
        nlinarith [not_lt.1 hc], fun hs => mul_pos_of_neg_of_neg h hs⟩
  have hcells : nodalCells (fun r : Config N => r.det) =
      {{r | 0 < r.det}, {r | r.det < 0}} := by
    ext C
    constructor
    · rintro ⟨r, hr, rfl⟩
      have hr' : r.det ≠ 0 := hr
      rcases lt_or_gt_of_ne hr' with h | h
      · exact Or.inr (cneg r h)
      · exact Or.inl (cpos r h)
    · rintro (rfl | rfl)
      · exact ⟨1, by simp, (cpos 1 (by simp)).symm⟩
      · obtain ⟨r, hr⟩ := (isPathConnected_det_pos_and_neg hN).2.nonempty
        have hr' : r.det < 0 := hr
        exact ⟨r, hr'.ne, (cneg r hr').symm⟩
  refine ⟨hcells, ?_⟩
  rw [hcells]
  refine Set.ncard_pair fun h => ?_
  have h1 : (1 : Config N) ∈ {r : Config N | 0 < r.det} := by simp
  rw [h] at h1
  have h2 : (1 : Config N).det < 0 := h1
  rw [det_one] at h2
  linarith

/-- Off the node, a permutation of the particles leaves the configuration in its nodal cell
exactly when the permutation is even. -/
theorem permuted_mem_nodalCell_iff {N : ℕ} (r : Config N) (hr : r.det ≠ 0)
    (σ : Equiv.Perm (Fin N)) :
    r.submatrix σ id ∈ nodalCell (fun r : Config N => r.det) r ↔ Equiv.Perm.sign σ = 1 := by
  rw [mem_nodalCell_det]
  have hp : 0 < r.det * r.det := mul_self_pos.2 hr
  rcases Int.units_eq_one_or (Equiv.Perm.sign σ) with h | h
  · have e : (r.submatrix σ id).det = r.det := by simp [det_permute, h]
    exact iff_of_true (by rw [e]; exact hp) h
  · have e : (r.submatrix σ id).det = -r.det := by simp [det_permute, h]
    refine iff_of_false (fun hc => ?_) (by rw [h]; decide)
    rw [e] at hc
    linarith

/-- For `N ≥ 1`, the Slater determinant of the orbitals `f(x) x_j` has exactly two nodal cells
whenever the common factor `f` vanishes nowhere. -/
theorem shellWave_two_nodal_cells {N : ℕ} (hN : 1 ≤ N) (f : (Fin N → ℝ) → ℝ)
    (hf : ∀ x, f x ≠ 0) : (nodalCells (shellWave f)).ncard = 2 := by
  -- the common factor comes out of each row and does not move the node
  have h : ∀ r : Config N, shellWave f r ≠ 0 ↔ r.det ≠ 0 := by
    intro r
    have e : shellWave f r = (∏ i, f (r i)) * r.det := det_mul_column (fun i => f (r i)) r
    rw [e]
    exact ⟨right_ne_zero_of_mul,
      fun hr => mul_ne_zero (Finset.prod_ne_zero_iff.2 fun i _ => hf (r i)) hr⟩
  have e : nodalCells (shellWave f) = nodalCells (fun r : Config N => r.det) := by
    simp only [nodalCells, nodalCell, h]
  rw [e]
  exact (two_nodal_cells hN).2

end TwoNodalCells
```

```lean
#print axioms TwoNodalCells.two_nodal_cells
#print axioms TwoNodalCells.permuted_mem_nodalCell_iff
#print axioms TwoNodalCells.shellWave_two_nodal_cells
```

```
'TwoNodalCells.two_nodal_cells' depends on axioms: [propext, Classical.choice, Quot.sound]
'TwoNodalCells.permuted_mem_nodalCell_iff' depends on axioms: [propext, Classical.choice, Quot.sound]
'TwoNodalCells.shellWave_two_nodal_cells' depends on axioms: [propext, Classical.choice, Quot.sound]
```

## From the lemmas to the count

`mirror_sq` and `mirror_single` compute M(v)² and P_a. `joined_mirrors` supplies the turning path through `JoinedIn.ofLine`; if v(t) were zero, summing its coordinates would give 1 = 0.

In `joined_one_or_mirror`, the predicate `G` says "joined to 1 or to P_i", and `hmul` shows that it survives products. `hseg` moves one diagonal entry from d to e when de > 0: if (1 − t)d + te were zero, multiplying by d would give (1 − t)d² + t de = 0, which is impossible. Mathlib's `diagonal_transvection_induction_of_det_ne_zero` plays the part of Gaussian elimination, and an induction over the axes assembles the diagonal matrix.

`sign_along_path` is the intermediate value argument. `mem_nodalCell_det` combines it with the reduction, comparing the endpoints of A and B in four cases; N = 0, where there is no axis, is treated separately. For path connectedness, `sign_along_path` is applied at every time t, so that the whole path stays in the set. `two_nodal_cells` then identifies each cell and separates the two by the identity matrix. The last two theorems use the row-permutation and row-scaling rules for determinants.
